# Voigt and Reuss bounds on the elastic energy of a finite aggregate with piecewise-constant strain

## Strains, weights and stiffnesses

A linear elastic aggregate is divided into finitely many regions, labelled by $a$ in a finite type `ι`. Region $a$ has volume fraction $w_a\ge 0$, with $\sum_a w_a=1$, and stiffness $C_a$. Its strain is constant and is written $e+f_a$, where $e$ is the macroscopic strain and $f_a$ the fluctuation.

Strains and stresses are real vectors indexed by a finite type `n`, which has six elements for a three-dimensional crystal. All components refer to one common sample frame. The dot product of stress and strain must be the work density, as it is when engineering shear strains are paired with ordinary shear stresses. In Lean, `⬝ᵥ` is the dot product and `*ᵥ` applies a matrix to a vector.

```lean
import Mathlib

open Matrix

namespace EffectiveElasticEnergy

noncomputable section

variable {ι n : Type*} [Fintype ι] [Fintype n] [DecidableEq n]
```

If every region carries the same strain, the stiffnesses are averaged directly. This gives the Voigt stiffness
$$C_V=\sum_a w_a C_a .$$

```lean
/-- The Voigt stiffness: the weighted mean of the phase stiffnesses. -/
def voigt (w : ι → ℝ) (C : ι → Matrix n n ℝ) : Matrix n n ℝ := ∑ a, w a • C a
```

If every region carries the same stress, the compliances $C_a^{-1}$ are averaged instead. With $S=\sum_a w_aC_a^{-1}$, the Reuss stiffness is $C_R=S^{-1}$.

```lean
/-- The Reuss stiffness: the inverse of the weighted mean compliance, for invertible phase
stiffnesses whose mean compliance is invertible. -/
def reuss (w : ι → ℝ) (C : ι → Matrix n n ℝ) : Matrix n n ℝ := (∑ a, w a • (C a)⁻¹)⁻¹
```

The energy of a fluctuation is taken without the factor $\tfrac12$, so it is twice the mean energy density:
$$E(f)=\sum_a w_a\,(e+f_a)\cdot C_a(e+f_a).$$

```lean
/-- Twice the mean elastic energy density when phase `a` carries the strain `e + f a`. -/
def energy (w : ι → ℝ) (C : ι → Matrix n n ℝ) (e : n → ℝ) (f : ι → n → ℝ) : ℝ :=
  ∑ a, w a * ((e + f a) ⬝ᵥ C a *ᵥ (e + f a))
```

Not every family $f$ can come from a continuous displacement. The admissible ones form a linear subspace $F$, a `Submodule` of families of strain vectors, and the effective energy is
$$E_{\rm eff}(e)=\inf_{f\in F}E(f).$$
The subspace is left general. The bounds only require $\sum_a w_af_a=0$ for each $f\in F$, which says that $e$ really is the volume average of the strain. Periodic displacement fluctuations have this property.

```lean
/-- The effective energy at macroscopic strain `e`: the infimum of the energy over the
admissible strain fluctuations `F`. -/
def effectiveEnergy (w : ι → ℝ) (C : ι → Matrix n n ℝ) (F : Submodule ℝ (ι → n → ℝ))
    (e : n → ℝ) : ℝ :=
  ⨅ f : F, energy w C e (f : ι → n → ℝ)
```

## Reciprocity and averaging

Each $C_a$ is assumed positive definite (`PosDef`): every nonzero homogeneous strain of a region costs energy. For real matrices this hypothesis includes symmetry, $C^{\mathsf T}=C$, and therefore
$$x\cdot Cy=(C^{\mathsf T}x)\cdot y=y\cdot Cx .$$
The proof extracts $C^{\mathsf T}=C$ and moves the matrix across the dot product.

```lean
omit [DecidableEq n] in
/-- Reciprocity: the work of the stress `C y` on the strain `x` equals that of `C x` on `y`. -/
theorem work_symm {C : Matrix n n ℝ} (hC : C.PosDef) (x y : n → ℝ) :
    x ⬝ᵥ C *ᵥ y = y ⬝ᵥ C *ᵥ x := by
  have h : Cᵀ = C := by
    rw [← Matrix.conjTranspose_eq_transpose_of_trivial]
    exact hC.isHermitian.eq
  rw [Matrix.dotProduct_mulVec, ← Matrix.mulVec_transpose, h, dotProduct_comm]
```

Linearity gives the second piece of algebra, for any matrices $M_a$:
$$x\cdot\Big(\sum_a w_aM_a\Big)y=\sum_a w_a\,x\cdot M_ay .$$

```lean
omit [DecidableEq n] in
/-- The bilinear form of a weighted mean of matrices is the weighted mean of their
bilinear forms. -/
theorem work_average (w : ι → ℝ) (M : ι → Matrix n n ℝ) (x y : n → ℝ) :
    x ⬝ᵥ (∑ a, w a • M a) *ᵥ y = ∑ a, w a * (x ⬝ᵥ M a *ᵥ y) := by
  simp only [Matrix.sum_mulVec, dotProduct_sum, Matrix.smul_mulVec, dotProduct_smul,
    smul_eq_mul]
```

## A trial stress bounds the energy from below

Let $\sigma$ be any stress and $\varepsilon$ any strain. The strain that $\sigma$ would produce is $C^{-1}\sigma$, and the difference $\varepsilon-C^{-1}\sigma$ has nonnegative energy:
$$0\le(\varepsilon-C^{-1}\sigma)\cdot C(\varepsilon-C^{-1}\sigma)
=\varepsilon\cdot C\varepsilon-2\,\sigma\cdot\varepsilon+\sigma\cdot C^{-1}\sigma .$$
Rearranged, this is
$$2\,\sigma\cdot\varepsilon-\sigma\cdot C^{-1}\sigma\le\varepsilon\cdot C\varepsilon .$$
In the code, `hσ` is $CC^{-1}\sigma=\sigma$ and `h` is the nonnegative energy. The rewriting expands the square, using reciprocity for one cross term, and `linarith` rearranges.

```lean
/-- Complementary energy inequality: any trial stress `σ` bounds the energy of a strain `ε`
from below. -/
theorem complementary_bound {C : Matrix n n ℝ} (hC : C.PosDef) (σ ε : n → ℝ) :
    2 * (σ ⬝ᵥ ε) - σ ⬝ᵥ C⁻¹ *ᵥ σ ≤ ε ⬝ᵥ C *ᵥ ε := by
  have hσ : C *ᵥ (C⁻¹ *ᵥ σ) = σ := by
    rw [Matrix.mulVec_mulVec, Matrix.mul_nonsing_inv _ hC.det_pos.ne'.isUnit,
      Matrix.one_mulVec]
  -- the strain error `ε - C⁻¹ σ` has nonnegative energy
  have h : 0 ≤ (ε - C⁻¹ *ᵥ σ) ⬝ᵥ C *ᵥ (ε - C⁻¹ *ᵥ σ) := by
    simpa only [star_trivial] using
      hC.posSemidef.dotProduct_mulVec_nonneg (ε - C⁻¹ *ᵥ σ)
  rw [Matrix.mulVec_sub, sub_dotProduct, dotProduct_sub, dotProduct_sub,
    work_symm hC (C⁻¹ *ᵥ σ) ε, hσ, dotProduct_comm ε σ,
    dotProduct_comm (C⁻¹ *ᵥ σ) σ] at h
  linarith
```

## The uniform stress with the right mean strain

The trial stress to use is $\sigma=C_Re$. It must produce the mean strain $S\sigma=e$, which requires $S$ to be invertible. Since the weights sum to one, some $w_b$ is positive. For $x\ne0$,
$$x\cdot Sx=\sum_a w_a\,x\cdot C_a^{-1}x\ \ge\ w_b\,x\cdot C_b^{-1}x>0,$$
because inverses of positive definite matrices are positive definite. Hence $S$, which is also symmetric, is positive definite and invertible, and $S\sigma=SS^{-1}e=e$. Regions of zero weight do no harm. The proof obtains `b` by contradiction, establishes positive definiteness as `hS`, and cancels the inverse.

```lean
/-- The uniform stress `reuss w C *ᵥ e` produces the mean strain `e`. -/
theorem reuss_stress_mean_strain {w : ι → ℝ} {C : ι → Matrix n n ℝ} (hw : ∀ a, 0 ≤ w a)
    (hw1 : ∑ a, w a = 1) (hC : ∀ a, (C a).PosDef) (e : n → ℝ) :
    (∑ a, w a • (C a)⁻¹) *ᵥ (reuss w C *ᵥ e) = e := by
  -- some phase has positive weight, so the mean compliance is positive definite
  obtain ⟨b, hb⟩ : ∃ b, 0 < w b := by
    by_contra! h
    have := Finset.sum_nonpos (s := Finset.univ) (fun a _ => h a)
    linarith
  have hS : (∑ a, w a • (C a)⁻¹).PosDef := by
    rw [Matrix.posDef_iff_dotProduct_mulVec]
    constructor
    · change (∑ a, w a • (C a)⁻¹)ᴴ = _
      rw [Matrix.conjTranspose_sum]
      refine Finset.sum_congr rfl fun a _ => ?_
      rw [Matrix.conjTranspose_smul, star_trivial, (hC a).inv.isHermitian.eq]
    · intro x hx
      have hpos : ∀ a, 0 < x ⬝ᵥ (C a)⁻¹ *ᵥ x := fun a => by
        simpa only [star_trivial] using (hC a).inv.dotProduct_mulVec_pos hx
      rw [star_trivial, work_average]
      exact Finset.sum_pos' (fun a _ => mul_nonneg (hw a) (hpos a).le)
        ⟨b, Finset.mem_univ b, mul_pos hb (hpos b)⟩
  rw [reuss, Matrix.mulVec_mulVec, Matrix.mul_nonsing_inv _ hS.det_pos.ne'.isUnit,
    Matrix.one_mulVec]
```

## Averaging removes the fluctuation

Apply the trial-stress inequality in each region, with this one $\sigma$ and $\varepsilon=e+f_a$, and average:
$$E(f)\ \ge\ 2\,\sigma\cdot e+2\,\sigma\cdot\sum_a w_af_a-\sigma\cdot S\sigma .$$
The middle term vanishes because the fluctuation has zero mean, and $S\sigma=e$ turns the last term into $-\sigma\cdot e$. What remains is
$$E(f)\ge\sigma\cdot e=e\cdot C_Re .$$
The facts `h0`, `h1` and `h2` evaluate the three averages. The `calc` block then reads the computation from the Reuss energy up to $E(f)$.

```lean
/-- Every strain fluctuation of zero mean has at least the Reuss energy. -/
theorem reuss_le_energy {w : ι → ℝ} {C : ι → Matrix n n ℝ} (hw : ∀ a, 0 ≤ w a)
    (hw1 : ∑ a, w a = 1) (hC : ∀ a, (C a).PosDef) (e : n → ℝ) {f : ι → n → ℝ}
    (hf : ∑ a, w a • f a = 0) : e ⬝ᵥ reuss w C *ᵥ e ≤ energy w C e f := by
  have hmean := reuss_stress_mean_strain hw hw1 hC e
  rw [dotProduct_comm]
  set σ := reuss w C *ᵥ e
  -- a uniform stress does no net work on the fluctuation
  have h0 : ∑ a, w a * (σ ⬝ᵥ f a) = 0 := by
    have h : σ ⬝ᵥ (∑ a, w a • f a) = 0 := by rw [hf, dotProduct_zero]
    simpa only [dotProduct_sum, dotProduct_smul, smul_eq_mul] using h
  have h1 : ∑ a, w a * (σ ⬝ᵥ e) = σ ⬝ᵥ e := by
    rw [← Finset.sum_mul, hw1, one_mul]
  have h2 : ∑ a, w a * (σ ⬝ᵥ (C a)⁻¹ *ᵥ σ) = σ ⬝ᵥ e := by
    rw [← work_average, hmean]
  calc σ ⬝ᵥ e = 2 * ∑ a, w a * (σ ⬝ᵥ e) + 2 * ∑ a, w a * (σ ⬝ᵥ f a)
        - ∑ a, w a * (σ ⬝ᵥ (C a)⁻¹ *ᵥ σ) := by rw [h0, h1, h2]; ring
    _ = ∑ a, w a * (2 * (σ ⬝ᵥ (e + f a)) - σ ⬝ᵥ (C a)⁻¹ *ᵥ σ) := by
        rw [Finset.mul_sum, Finset.mul_sum, ← Finset.sum_add_distrib,
          ← Finset.sum_sub_distrib]
        refine Finset.sum_congr rfl fun a _ => ?_
        rw [dotProduct_add]
        ring
    _ ≤ energy w C e f := Finset.sum_le_sum fun a _ =>
        mul_le_mul_of_nonneg_left (complementary_bound (hC a) σ (e + f a)) (hw a)
```

## Bounds on the effective energy

All energies are nonnegative, so the infimum is over a set bounded below and lies at or below each of its members:
$$E_{\rm eff}(e)\le E(f)\qquad(f\in F).$$
The lower bound $0$ is what `ciInf_le` needs.

```lean
omit [DecidableEq n] in
/-- The effective energy is at most the energy of any admissible fluctuation. -/
theorem effectiveEnergy_le {w : ι → ℝ} {C : ι → Matrix n n ℝ} (hw : ∀ a, 0 ≤ w a)
    (hC : ∀ a, (C a).PosDef) (F : Submodule ℝ (ι → n → ℝ)) (e : n → ℝ)
    {f : ι → n → ℝ} (hf : f ∈ F) : effectiveEnergy w C F e ≤ energy w C e f := by
  refine ciInf_le (f := fun g : F => energy w C e (g : ι → n → ℝ)) ⟨0, ?_⟩ ⟨f, hf⟩
  rintro _ ⟨g, rfl⟩
  refine Finset.sum_nonneg fun a _ => mul_nonneg (hw a) ?_
  simpa only [star_trivial] using (hC a).posSemidef.dotProduct_mulVec_nonneg (e + g.1 a)
```

The two bounds follow. The Reuss energy is below $E(f)$ for every $f\in F$, hence below the infimum. The zero fluctuation belongs to every subspace and has energy $E(0)=e\cdot C_Ve$. Therefore
$$e\cdot C_Re\ \le\ E_{\rm eff}(e)\ \le\ e\cdot C_Ve .$$

In the statement, `hw` and `hw1` make the weights volume fractions, `hC` is the stability of each region, and `hF` is the zero-mean condition. The conclusion holds at each strain $e$ separately. It concerns energies: no effective stiffness matrix is constructed, and no bounds on bulk or shear moduli are derived.

For a linear elastic finite-element model with constant strain and stiffness in each element and periodic displacement fluctuations, the theorem places the minimum mean energy density at macroscopic strain $e$ between $\tfrac12\,e\cdot C_Re$ and $\tfrac12\,e\cdot C_Ve$. Both limits are computable from $e$, the volume fractions and the stiffnesses alone.

```lean
/-- Voigt and Reuss bounds: for any subspace of strain fluctuations of zero mean, the effective
energy lies between the Reuss and the Voigt energy. -/
theorem reuss_le_effectiveEnergy_le_voigt {w : ι → ℝ} {C : ι → Matrix n n ℝ}
    (hw : ∀ a, 0 ≤ w a) (hw1 : ∑ a, w a = 1) (hC : ∀ a, (C a).PosDef)
    (F : Submodule ℝ (ι → n → ℝ)) (hF : ∀ f ∈ F, ∑ a, w a • f a = 0) (e : n → ℝ) :
    e ⬝ᵥ reuss w C *ᵥ e ≤ effectiveEnergy w C F e ∧
      effectiveEnergy w C F e ≤ e ⬝ᵥ voigt w C *ᵥ e := by
  constructor
  · exact le_ciInf fun f => reuss_le_energy hw hw1 hC e (hF f.1 f.2)
  · -- the uniform strain is admissible
    have h := effectiveEnergy_le hw hC F e F.zero_mem
    rw [voigt, work_average]
    simpa only [energy, Pi.zero_apply, add_zero] using h
```

## When the Voigt energy is exact

Expanding the energy with reciprocity gives
$$E(g)=e\cdot C_Ve+2L(g)+Q(g),$$
$$L(g)=\sum_a w_a\,g_a\cdot C_ae,\qquad Q(g)=\sum_a w_a\,g_a\cdot C_ag_a\ge0 .$$
Here $L(g)$ is the net work of the uniform-strain stresses $C_ae$ on the fluctuation $g$. The claim is that $E_{\rm eff}(e)=e\cdot C_Ve$ exactly when $L(f)=0$ for all $f\in F$.

Suppose the Voigt energy is the infimum, and take $f\in F$. Every multiple $tf$ is admissible, so, writing $L=L(f)$ and $Q=Q(f)$,
$$0\le 2tL+t^2Q\qquad\text{for all real }t .$$
Choose $t=-L/(Q+1)$, so that $L=-t(Q+1)$. The right-hand side becomes $-t^2(Q+2)$, which forces $t=0$ and hence $L=0$. Using $Q+1$ avoids treating $Q=0$ separately.

Conversely, if $L$ vanishes on $F$, then $E(f)=e\cdot C_Ve+Q(f)\ge e\cdot C_Ve$, with equality at $f=0$.

In the code, `hexp` is the expansion, `hQ` is $Q\ge0$ and `key` is the inequality in $t$. This theorem uses neither the normalisation of the weights nor the zero-mean condition.

```lean
omit [DecidableEq n] in
/-- The effective energy equals the Voigt energy exactly when the stresses `C a *ᵥ e` of the
uniform strain do no net work on any admissible fluctuation. -/
theorem effectiveEnergy_eq_voigt_iff {w : ι → ℝ} {C : ι → Matrix n n ℝ}
    (hw : ∀ a, 0 ≤ w a) (hC : ∀ a, (C a).PosDef)
    (F : Submodule ℝ (ι → n → ℝ)) (e : n → ℝ) :
    effectiveEnergy w C F e = e ⬝ᵥ voigt w C *ᵥ e ↔
      ∀ f ∈ F, ∑ a, w a * (f a ⬝ᵥ C a *ᵥ e) = 0 := by
  have hexp : ∀ g : ι → n → ℝ, energy w C e g = e ⬝ᵥ voigt w C *ᵥ e
      + 2 * ∑ a, w a * (g a ⬝ᵥ C a *ᵥ e) + ∑ a, w a * (g a ⬝ᵥ C a *ᵥ g a) := by
    intro g
    rw [voigt, work_average, energy, Finset.mul_sum, ← Finset.sum_add_distrib,
      ← Finset.sum_add_distrib]
    refine Finset.sum_congr rfl fun a _ => ?_
    rw [Matrix.mulVec_add, add_dotProduct, dotProduct_add, dotProduct_add,
      work_symm (hC a) e (g a)]
    ring
  have hQ : ∀ g : ι → n → ℝ, 0 ≤ ∑ a, w a * (g a ⬝ᵥ C a *ᵥ g a) := fun g =>
    Finset.sum_nonneg fun a _ => mul_nonneg (hw a) (by
      simpa only [star_trivial] using (hC a).posSemidef.dotProduct_mulVec_nonneg (g a))
  constructor
  · intro h f hf
    have hq := hQ f
    -- vary the fluctuation along the line `t • f`
    have key : ∀ t : ℝ, 0 ≤ 2 * (t * ∑ a, w a * (f a ⬝ᵥ C a *ᵥ e))
        + t ^ 2 * ∑ a, w a * (f a ⬝ᵥ C a *ᵥ f a) := by
      intro t
      have h1 := effectiveEnergy_le hw hC F e (F.smul_mem t hf)
      have hL : ∑ a, w a * ((t • f) a ⬝ᵥ C a *ᵥ e)
          = t * ∑ a, w a * (f a ⬝ᵥ C a *ᵥ e) := by
        rw [Finset.mul_sum]
        refine Finset.sum_congr rfl fun a _ => ?_
        rw [Pi.smul_apply, smul_dotProduct, smul_eq_mul]
        ring
      have hQt : ∑ a, w a * ((t • f) a ⬝ᵥ C a *ᵥ (t • f) a)
          = t ^ 2 * ∑ a, w a * (f a ⬝ᵥ C a *ᵥ f a) := by
        rw [Finset.mul_sum]
        refine Finset.sum_congr rfl fun a _ => ?_
        rw [Pi.smul_apply, smul_dotProduct, Matrix.mulVec_smul, dotProduct_smul,
          smul_eq_mul, smul_eq_mul]
        ring
      rw [h, hexp, hL, hQt] at h1
      linarith
    generalize ∑ a, w a * (f a ⬝ᵥ C a *ᵥ e) = L at key ⊢
    generalize ∑ a, w a * (f a ⬝ᵥ C a *ᵥ f a) = Q at key hq
    obtain ⟨t, ht⟩ : ∃ t : ℝ, L = -(t * (Q + 1)) :=
      ⟨-L / (Q + 1), by
        have : Q + 1 ≠ 0 := by positivity
        rw [div_mul_cancel₀ _ this, neg_neg]⟩
    have h2 := key t
    rw [ht] at h2
    have h3 : t ^ 2 = 0 := by nlinarith [sq_nonneg t, mul_nonneg (sq_nonneg t) hq]
    have h4 : t = 0 := pow_eq_zero_iff (two_ne_zero) |>.mp h3
    rw [ht, h4, zero_mul, neg_zero]
  · intro h
    apply le_antisymm
    · have h1 := effectiveEnergy_le hw hC F e F.zero_mem
      rw [hexp] at h1
      simpa using h1
    · refine le_ciInf fun f => ?_
      rw [hexp, h f.1 f.2]
      linarith [hQ f.1]
```

## When the Reuss energy is exact

Under the uniform stress $\sigma=C_Re$, region $a$ has strain $C_a^{-1}\sigma$, so its fluctuation is $f_a=C_a^{-1}\sigma-e$. If this family is admissible, its energy is
$$E(f)=\sum_a w_a\,(C_a^{-1}\sigma)\cdot\sigma=\sigma\cdot S\sigma=\sigma\cdot e=e\cdot C_Re .$$
The effective energy is then at most the Reuss energy, and the lower bound gives equality. The hypothesis `hu` is the admissibility of this family. It is a sufficient condition; the theorem does not state a converse.

```lean
/-- If every admissible fluctuation has zero mean and the fluctuation that makes the stress uniform
is admissible, the effective energy equals the Reuss energy. -/
theorem effectiveEnergy_eq_reuss {w : ι → ℝ} {C : ι → Matrix n n ℝ}
    (hw : ∀ a, 0 ≤ w a) (hw1 : ∑ a, w a = 1) (hC : ∀ a, (C a).PosDef)
    (F : Submodule ℝ (ι → n → ℝ)) (hF : ∀ f ∈ F, ∑ a, w a • f a = 0) (e : n → ℝ)
    (hu : (fun a => (C a)⁻¹ *ᵥ (reuss w C *ᵥ e) - e) ∈ F) :
    effectiveEnergy w C F e = e ⬝ᵥ reuss w C *ᵥ e := by
  refine le_antisymm ?_ (reuss_le_effectiveEnergy_le_voigt hw hw1 hC F hF e).1
  refine (effectiveEnergy_le hw hC F e hu).trans (le_of_eq ?_)
  have hmean := reuss_stress_mean_strain hw hw1 hC e
  rw [dotProduct_comm e]
  set σ := reuss w C *ᵥ e
  calc energy w C e (fun a => (C a)⁻¹ *ᵥ σ - e)
      = ∑ a, w a * (σ ⬝ᵥ (C a)⁻¹ *ᵥ σ) := by
        refine Finset.sum_congr rfl fun a _ => ?_
        have hσ : C a *ᵥ ((C a)⁻¹ *ᵥ σ) = σ := by
          rw [Matrix.mulVec_mulVec, Matrix.mul_nonsing_inv _ (hC a).det_pos.ne'.isUnit,
            Matrix.one_mulVec]
        rw [add_sub_cancel, hσ, dotProduct_comm]
    _ = σ ⬝ᵥ e := by rw [← work_average, hmean]
```

The condition holds when $F$ contains all zero-mean families, since
$$\sum_a w_a\,(C_a^{-1}\sigma-e)=S\sigma-e=0 .$$
Physically, the regions may then strain independently, with no compatibility between neighbours and only the average prescribed. The Reuss bound is therefore sharp for the class of subspaces considered here. In the statement, `hF` is now an equivalence that identifies $F$ with the full zero-mean space, and the proof checks the displayed sum.

```lean
/-- If the admissible strain fluctuations are exactly those of zero mean, the effective energy
equals the Reuss energy. -/
theorem effectiveEnergy_eq_reuss_of_all {w : ι → ℝ} {C : ι → Matrix n n ℝ}
    (hw : ∀ a, 0 ≤ w a) (hw1 : ∑ a, w a = 1) (hC : ∀ a, (C a).PosDef)
    (F : Submodule ℝ (ι → n → ℝ)) (hF : ∀ f, f ∈ F ↔ ∑ a, w a • f a = 0) (e : n → ℝ) :
    effectiveEnergy w C F e = e ⬝ᵥ reuss w C *ᵥ e := by
  refine effectiveEnergy_eq_reuss hw hw1 hC F (fun f hf => (hF f).mp hf) e ((hF _).mpr ?_)
  have hmean := reuss_stress_mean_strain hw hw1 hC e
  simp only [Matrix.sum_mulVec, Matrix.smul_mulVec] at hmean
  simp only [smul_sub, Finset.sum_sub_distrib]
  rw [hmean, ← Finset.sum_smul, hw1, one_smul, sub_self]

end

end EffectiveElasticEnergy
```

```lean
#print axioms EffectiveElasticEnergy.reuss_le_effectiveEnergy_le_voigt
#print axioms EffectiveElasticEnergy.effectiveEnergy_eq_voigt_iff
#print axioms EffectiveElasticEnergy.effectiveEnergy_eq_reuss_of_all
```

```
'EffectiveElasticEnergy.reuss_le_effectiveEnergy_le_voigt' depends on axioms: [propext, Classical.choice, Quot.sound]
'EffectiveElasticEnergy.effectiveEnergy_eq_voigt_iff' depends on axioms: [propext, Classical.choice, Quot.sound]
'EffectiveElasticEnergy.effectiveEnergy_eq_reuss_of_all' depends on axioms: [propext, Classical.choice, Quot.sound]
```
